# For a fixed radial function, the ZORA hyperfine integral tends to the contact value $-R(0)^2/2$ as $c\to\infty$

Take $R(r)=e^{-r}$, with derivative $R'(r)=-e^{-r}$. Then

$$\int_0^\infty R R'\,dr=-\int_0^\infty e^{-2r}\,dr=-\tfrac12=-\tfrac12R(0)^2 .$$

The integrand is half the derivative of $R^2$, so only the value at the nucleus survives. Now insert the factor $K(r)=r/(r+a)$ with a length $a>0$. Since $K(0)=0$, the boundary term at the nucleus disappears, and integration by parts gives

$$\int_0^\infty K R R'\,dr=-\tfrac12\int_0^\infty e^{-2r}\,\frac{a}{(r+a)^2}\,dr .$$

The weight $a/(r+a)^2$ has total area 1, half of it within $r<a$. The density at a point has become a density averaged near that point, and as $a\to0$ the value $-\tfrac12$ returns.

## From the Coulomb potential to a smeared density

In the zeroth-order regular approximation (ZORA) to the Dirac equation, the kinetic operator contains the factor $2c^2/(2c^2-V)$, where $c$ is the speed of light in atomic units and $V$ the potential. For a point nucleus of charge $Z$, $V=-Z/r$ and

$$\frac{2c^2}{2c^2+Z/r}=\frac{r}{r+Z/(2c^2)}=K(r),\qquad a=\frac{Z}{2c^2}.$$

For an s orbital with radial function $R$ (not $rR$), the $1/r^2$ from the vector potential of the nuclear magnetic dipole cancels the $r^2$ of the volume element. Up to constants and angular factors, the hyperfine integral is $\int_0^\infty K R R'\,dr$.

Let $R$ be continuous on $[0,\infty)$, differentiable for $r>0$, and zero at infinity, with $RR'$ integrable. The quotient rule gives $K'(r)=a/(r+a)^2$. Because $0\le K\le1$, the function $KRR'$ is integrable. Because $R^2$ is bounded and $\int_0^\infty K'\,dr=1$, so is $K'R^2$. Integrating

$$(KR^2)'=K'R^2+2KRR'$$

over the half-line gives zero on the left, since $K(0)=0$ and $R\to0$. Hence

$$\int_0^\infty KRR'\,dr=-\frac12\int_0^\infty R^2\frac{a}{(r+a)^2}\,dr .$$

For the limit, write $K=1-a/(r+a)$ and use $\int_0^\infty RR'\,dr=-R(0)^2/2$:

$$\int_0^\infty KRR'\,dr=-\frac{R(0)^2}{2}-\int_0^\infty\frac{a}{r+a}\,RR'\,dr .$$

At each $r>0$ the last integrand tends to zero as $a\to0$, and its modulus never exceeds $|RR'|$. By dominated convergence the remainder vanishes. If $|RR'|/r$ is also integrable, then $a/(r+a)\le a/r$ bounds the remainder by $a\int_0^\infty|RR'|/r\,dr$, which is of order $1/c^2$.

## The factor and the admissible radial functions in Lean

```lean
import Mathlib

open MeasureTheory Set Filter Topology

namespace ZoraFermiContact

noncomputable section
```

The factor is a real function of two real arguments, the length `a` and the radius `r`.

```lean
/-- The ZORA factor `r / (r + a)` of a point nucleus with length parameter `a`. -/
def zoraFactor (a r : ℝ) : ℝ := r / (r + a)
```

The conditions on $R$ are collected in one proposition. `R'` is a separate function, tied to `R` by `deriv` only for $r>0$; its value at the nucleus is irrelevant, and it need not be continuous. `Ici 0` is $[0,\infty)$ and `Ioi 0` is $(0,\infty)$.

```lean
/-- A radial function `R` with derivative `R'` for `r > 0`, continuous up to the nucleus,
vanishing at infinity, and with `R R'` integrable over the half-line. -/
structure RadialAmplitude (R R' : ℝ → ℝ) : Prop where
  cont : ContinuousOn R (Ici 0)
  deriv : ∀ r, 0 < r → HasDerivAt R (R' r) r
  decay : Tendsto R atTop (𝓝 0)
  integrable : IntegrableOn (fun r => R r * R' r) (Ioi 0)
```

The next theorem connects the factor to the physics, for positive $Z$, $c$ and $r$. The proof takes $2c^2/r$ out of the denominator and cancels.

```lean
/-- For the Coulomb potential `V = -Z/r`, the factor `2c² / (2c² - V)` is the ZORA factor
with `a = Z / (2c²)`. -/
theorem zoraFactor_coulomb {Z c r : ℝ} (hZ : 0 < Z) (hc : 0 < c) (hr : 0 < r) :
    2 * c ^ 2 / (2 * c ^ 2 - (-Z / r)) = zoraFactor (Z / (2 * c ^ 2)) r := by
  have h1 : 2 * c ^ 2 - (-Z / r) = (2 * c ^ 2 / r) * (r + Z / (2 * c ^ 2)) := by
    field_simp
    ring
  have hs : r + Z / (2 * c ^ 2) ≠ 0 := by positivity
  rw [h1, zoraFactor]
  generalize r + Z / (2 * c ^ 2) = s at hs
  field_simp
```

Two facts about $K$ follow: its slope, from the quotient rule, and its limit 1 at infinity, from $K=1-a/(r+a)$.

```lean
/-- The ZORA factor has slope `a / (r + a)²` at every `r ≥ 0`. -/
theorem hasDerivAt_zoraFactor {a r : ℝ} (ha : 0 < a) (hr : 0 ≤ r) :
    HasDerivAt (zoraFactor a) (a / (r + a) ^ 2) r := by
  have h : r + a ≠ 0 := by positivity
  have h2 := (hasDerivAt_id' r).fun_div ((hasDerivAt_id' r).add_const a) h
  exact h2.congr_deriv (by ring)

/-- The ZORA factor tends to one far from the nucleus. -/
theorem tendsto_zoraFactor (a : ℝ) : Tendsto (zoraFactor a) atTop (𝓝 1) := by
  have h : Tendsto (fun r : ℝ => 1 - a / (r + a)) atTop (𝓝 (1 - 0)) :=
    tendsto_const_nhds.sub
      (tendsto_const_nhds.div_atTop (tendsto_atTop_add_const_right _ a tendsto_id))
  rw [sub_zero] at h
  refine h.congr' ?_
  filter_upwards [eventually_gt_atTop (-a)] with r hr
  have h0 : r + a ≠ 0 := by linarith
  rw [zoraFactor, eq_div_iff h0, sub_mul, div_mul_cancel₀ _ h0]
  ring
```

## Both integrals converge

Lean assigns the value zero to the integral of a non-integrable function, so convergence is proved separately. The first half compares $KRR'$ with $|RR'|$. In the second, $R^2$ is below 1 beyond some radius `N` and bounded by a constant `C` on the compact interval up to `N`. The weight is integrable because it is the non-negative derivative of a function with a finite limit.

```lean
/-- Both the ZORA hyperfine integrand and the smeared contact density are integrable. -/
theorem integrable_contact {R R' : ℝ → ℝ} (h : RadialAmplitude R R') {a : ℝ} (ha : 0 < a) :
    IntegrableOn (fun r => zoraFactor a r * (R r * R' r)) (Ioi 0) ∧
      IntegrableOn (fun r => R r ^ 2 * (a / (r + a) ^ 2)) (Ioi 0) := by
  have hK : ContinuousOn (zoraFactor a) (Ioi 0) := fun r hr =>
    (hasDerivAt_zoraFactor ha (le_of_lt hr)).continuousAt.continuousWithinAt
  constructor
  · -- the factor lies between zero and one
    refine Integrable.mono' h.integrable.norm
      ((hK.aestronglyMeasurable measurableSet_Ioi).mul h.integrable.aestronglyMeasurable) ?_
    filter_upwards [ae_restrict_mem measurableSet_Ioi] with r hr
    have hr0 : 0 < r := hr
    have h1 : ‖zoraFactor a r‖ ≤ 1 := by
      rw [zoraFactor, Real.norm_of_nonneg (by positivity), div_le_one (by positivity)]
      linarith
    rw [norm_mul]
    exact mul_le_of_le_one_left (norm_nonneg _) h1
  · -- the density is bounded: compactness near the nucleus, decay far away
    have hc : ContinuousOn (fun r => R r ^ 2) (Ici 0) := h.cont.pow 2
    have hd : Tendsto (fun r => R r ^ 2) atTop (𝓝 0) := by simpa using h.decay.pow 2
    obtain ⟨N, hN⟩ := eventually_atTop.1 (hd.eventually_lt_const one_pos)
    obtain ⟨C, hC⟩ := (isCompact_Icc (a := (0 : ℝ)) (b := N)).exists_bound_of_continuousOn
      (hc.mono Icc_subset_Ici_self)
    have hi : IntegrableOn (fun r => a / (r + a) ^ 2) (Ioi 0) :=
      integrableOn_Ioi_deriv_of_nonneg
        (hasDerivAt_zoraFactor ha le_rfl).continuousAt.continuousWithinAt
        (fun r hr => hasDerivAt_zoraFactor ha (le_of_lt hr))
        (fun r _ => by positivity) (tendsto_zoraFactor a)
    refine Integrable.mono' (Integrable.const_mul hi (max C 1))
      (((hc.mono Ioi_subset_Ici_self).aestronglyMeasurable measurableSet_Ioi).mul
        hi.aestronglyMeasurable) ?_
    filter_upwards [ae_restrict_mem measurableSet_Ioi] with r hr
    have hb : R r ^ 2 ≤ max C 1 := by
      rcases le_total r N with hrN | hrN
      · exact ((Real.le_norm_self _).trans (hC r ⟨le_of_lt hr, hrN⟩)).trans (le_max_left _ _)
      · exact (hN r hrN).le.trans (le_max_right _ _)
    rw [Real.norm_of_nonneg (by positivity)]
    exact mul_le_mul_of_nonneg_right hb (by positivity)
```

## Integration by parts and the exact remainder

The identity comes from the fundamental theorem of calculus on the half-line, applied to $KR^2$. The hypothesis `hF` holds the integrated product rule; `h0` removes the boundary term at the nucleus, and `linarith` solves for the hyperfine integral.

```lean
/-- The ZORA hyperfine integral equals minus one half of the density smeared with the
weight `a / (r + a)²`. -/
theorem zora_integral_eq {R R' : ℝ → ℝ} (h : RadialAmplitude R R') {a : ℝ} (ha : 0 < a) :
    ∫ r in Ioi 0, zoraFactor a r * (R r * R' r) =
      -(1 / 2) * ∫ r in Ioi 0, R r ^ 2 * (a / (r + a) ^ 2) := by
  obtain ⟨i1, i2⟩ := integrable_contact h ha
  have hlim : Tendsto (fun r => zoraFactor a r * R r ^ 2) atTop (𝓝 0) := by
    simpa using (tendsto_zoraFactor a).mul (h.decay.pow 2)
  have i3 : IntegrableOn (fun r => R r ^ 2 * (a / (r + a) ^ 2) +
      2 * (zoraFactor a r * (R r * R' r))) (Ioi 0) := by
    refine Integrable.congr (Integrable.add i2 (Integrable.const_mul i1 2)) ?_
    filter_upwards with r
    simp only [Pi.add_apply]
  -- integrate the derivative of K R² over the half-line
  have hF := integral_Ioi_of_hasDerivAt_of_tendsto
    (f := fun r => zoraFactor a r * R r ^ 2)
    (f' := fun r => R r ^ 2 * (a / (r + a) ^ 2) + 2 * (zoraFactor a r * (R r * R' r)))
    ((hasDerivAt_zoraFactor ha le_rfl).continuousAt.continuousWithinAt.mul
      ((h.cont 0 self_mem_Ici).pow 2))
    (fun r hr => ((hasDerivAt_zoraFactor ha (le_of_lt hr)).fun_mul
      ((h.deriv r hr).fun_pow 2)).congr_deriv (by norm_num; ring))
    i3 hlim
  rw [integral_add i2 (Integrable.const_mul i1 2), integral_const_mul] at hF
  have h0 : zoraFactor a 0 = 0 := by simp [zoraFactor]
  simp only [h0, zero_mul, sub_zero] at hF
  linarith
```

The same theorem applied to $R^2$ gives $\int RR'\,dr=-R(0)^2/2$. Splitting the weight as $1-K$ then yields the remainder formula. The expression `-(R 0) ^ 2 / 2` reads as $-(R(0)^2)/2$.

```lean
/-- The ZORA hyperfine integral differs from `-R(0)²/2` by the integral of `R R'` weighted
with `a / (r + a)`. -/
theorem zora_integral_remainder {R R' : ℝ → ℝ} (h : RadialAmplitude R R') {a : ℝ}
    (ha : 0 < a) :
    ∫ r in Ioi 0, zoraFactor a r * (R r * R' r) =
      -(R 0) ^ 2 / 2 - ∫ r in Ioi 0, a / (r + a) * (R r * R' r) := by
  have hd : Tendsto (fun r => R r ^ 2) atTop (𝓝 0) := by simpa using h.decay.pow 2
  have hF := integral_Ioi_of_hasDerivAt_of_tendsto
    (f := fun r => R r ^ 2) (f' := fun r => 2 * (R r * R' r))
    ((h.cont 0 self_mem_Ici).pow 2)
    (fun r hr => ((h.deriv r hr).fun_pow 2).congr_deriv (by norm_num; ring))
    (Integrable.const_mul h.integrable 2) hd
  rw [integral_const_mul] at hF
  -- the complementary weight is 1 - K
  have e : ∫ r in Ioi 0, a / (r + a) * (R r * R' r) =
      ∫ r in Ioi 0, (R r * R' r - zoraFactor a r * (R r * R' r)) := by
    refine setIntegral_congr_fun measurableSet_Ioi (fun r hr => ?_)
    have hr0 : 0 < r := hr
    have hw : a / (r + a) = 1 - zoraFactor a r := by
      have hs : r + a ≠ 0 := by positivity
      rw [zoraFactor, div_eq_iff hs, sub_mul, div_mul_cancel₀ _ hs]
      ring
    simp only [hw]
    ring
  rw [e, integral_sub h.integrable (integrable_contact h ha).1]
  linarith
```

## The limit of infinite speed of light

The main theorem has two parts: the smeared-density identity for every $c>0$, and the limit as $c\to\infty$. In the proof, `hrem` is the dominated-convergence step with $a$ approaching zero from above, and `hc` shows that $Z/(2c^2)$ does approach zero in that way. Their composition gives the limit in $c$.

```lean
/-- **Contact limit of the ZORA hyperfine integral.** For fixed `R` and `Z > 0` the integral is
minus one half of the smeared density at every `c > 0`, and it tends to `-R(0)²/2` as `c` tends to
infinity. -/
theorem fermi_contact {R R' : ℝ → ℝ} (h : RadialAmplitude R R') {Z : ℝ} (hZ : 0 < Z) :
    (∀ c : ℝ, 0 < c → ∫ r in Ioi 0, zoraFactor (Z / (2 * c ^ 2)) r * (R r * R' r) =
      -(1 / 2) * ∫ r in Ioi 0,
        R r ^ 2 * (Z / (2 * c ^ 2) / (r + Z / (2 * c ^ 2)) ^ 2)) ∧
    Tendsto (fun c : ℝ => ∫ r in Ioi 0, zoraFactor (Z / (2 * c ^ 2)) r * (R r * R' r))
      atTop (𝓝 (-(R 0) ^ 2 / 2)) := by
  refine ⟨fun c hc => zora_integral_eq h (by positivity), ?_⟩
  -- the remainder vanishes by dominated convergence
  have hrem : Tendsto (fun a : ℝ => ∫ r in Ioi 0, a / (r + a) * (R r * R' r))
      (𝓝[>] 0) (𝓝 (∫ _r in Ioi (0 : ℝ), (0 : ℝ))) := by
    refine tendsto_integral_filter_of_dominated_convergence
      (fun r => ‖R r * R' r‖) ?_ ?_ h.integrable.norm ?_
    · refine Eventually.of_forall (fun a => ?_)
      have hm : Measurable (fun r : ℝ => a / (r + a)) := by fun_prop
      exact hm.aestronglyMeasurable.mul h.integrable.aestronglyMeasurable
    · filter_upwards [self_mem_nhdsWithin] with a ha
      have ha0 : 0 < a := ha
      filter_upwards [ae_restrict_mem measurableSet_Ioi] with r hr
      have hr0 : 0 < r := hr
      have h1 : ‖a / (r + a)‖ ≤ 1 := by
        rw [Real.norm_of_nonneg (by positivity), div_le_one (by positivity)]
        linarith
      rw [norm_mul]
      exact mul_le_of_le_one_left (norm_nonneg _) h1
    · filter_upwards [ae_restrict_mem measurableSet_Ioi] with r hr
      have hr0 : r + 0 ≠ 0 := by
        rw [add_zero]
        exact ne_of_gt hr
      have ht : Tendsto (fun a : ℝ => a / (r + a)) (𝓝 0) (𝓝 (0 / (r + 0))) :=
        tendsto_id.div (tendsto_const_nhds.add tendsto_id) hr0
      have ht2 := (ht.mul_const (R r * R' r)).mono_left
        (nhdsWithin_le_nhds (s := Ioi (0 : ℝ)))
      rw [zero_div, zero_mul] at ht2
      exact ht2
  rw [integral_zero] at hrem
  have hc : Tendsto (fun c : ℝ => Z / (2 * c ^ 2)) atTop (𝓝[>] 0) := by
    refine tendsto_nhdsWithin_iff.2 ⟨tendsto_const_nhds.div_atTop
      (Tendsto.const_mul_atTop two_pos (tendsto_pow_atTop two_ne_zero)), ?_⟩
    filter_upwards [eventually_gt_atTop 0] with c hc
    exact mem_Ioi.2 (by positivity)
  have hfin := (hrem.comp hc).const_sub (-(R 0) ^ 2 / 2)
  rw [sub_zero] at hfin
  refine hfin.congr' ?_
  filter_upwards [eventually_gt_atTop 0] with c hc
  exact (zora_integral_remainder h (by positivity)).symm
```

The function $R$ is held fixed while $c$ varies, and nothing requires it to solve a radial equation. The result therefore describes the ZORA hyperfine integral of a given, for instance non-relativistic, s orbital. The s orbital that solves the ZORA equation for a point nucleus is weakly singular at $r=0$ and does not satisfy `cont`. The theorem also concerns the radial integral alone: the full Fermi contact interaction carries magnetic moments, the electron–nuclear spin coupling and numerical prefactors.

Within these limits, the result shows what the ZORA hyperfine integral of a fixed s orbital samples when $V$ is the bare Coulomb potential: the density averaged with the weight $a/(r+a)^2$, half of which lies within $a=Z/(2c^2)$ of the nucleus, in place of the density at the nucleus.

Spreading the nuclear charge over a finite volume, with the magnetic dipole still a point, would change the identity. The potential is then finite at the centre, so $K(0)>0$, and integration by parts leaves an additional term $-\tfrac12K(0)R(0)^2$; the weight $K'$ then has area $1-K(0)$.

## An error of order $1/c^2$ without a cusp

With one more hypothesis, integrability of $|RR'|/r$, the convergence has an explicit rate. The proof inserts the remainder formula and compares the integrands pointwise.

```lean
/-- If `|R R'| / r` is integrable, the ZORA hyperfine integral deviates from `-R(0)²/2`
by at most `a` times the integral of `|R R'| / r`. -/
theorem contact_error_le {R R' : ℝ → ℝ} (h : RadialAmplitude R R') {a : ℝ} (ha : 0 < a)
    (hi : IntegrableOn (fun r => |R r * R' r| / r) (Ioi 0)) :
    |(∫ r in Ioi 0, zoraFactor a r * (R r * R' r)) - (-(R 0) ^ 2 / 2)| ≤
      a * ∫ r in Ioi 0, |R r * R' r| / r := by
  rw [zora_integral_remainder h ha, sub_sub_cancel_left, abs_neg, ← integral_const_mul,
    ← Real.norm_eq_abs]
  refine norm_integral_le_of_norm_le (Integrable.const_mul hi a) ?_
  filter_upwards [ae_restrict_mem measurableSet_Ioi] with r hr
  have hr0 : 0 < r := hr
  have h1 : a / (r + a) ≤ a / r := by
    gcongr
    linarith
  rw [norm_mul, Real.norm_of_nonneg (by positivity : 0 ≤ a / (r + a)), Real.norm_eq_abs]
  calc a / (r + a) * |R r * R' r| ≤ a / r * |R r * R' r| :=
        mul_le_mul_of_nonneg_right h1 (abs_nonneg _)
    _ = a * (|R r * R' r| / r) := by ring
```

A Gaussian $R=e^{-\zeta r^2}$ with $\zeta>0$ meets the hypothesis, because $R'$ vanishes linearly at the nucleus; the bound is then $a\sqrt{\pi\zeta/2}$. A non-zero exponential $Ne^{-Zr}$ does not, since its cusp makes $|RR'|/r$ behave like $1/r$ near $r=0$. For that orbital the limit still holds, but this bound is not available.

## The exponential orbital qualifies

The last theorem verifies the four conditions for $R=Ne^{-Zr}$ with any real $N$ and $Z>0$. Integrability follows from $RR'=-ZN^2e^{-2Zr}$. The opening example is the case $N=Z=1$.

```lean
/-- For every real `N` and `Z > 0`, the function `N exp(-Z r)` meets all conditions on a radial
amplitude. -/
theorem radialAmplitude_witness (N : ℝ) {Z : ℝ} (hZ : 0 < Z) :
    RadialAmplitude (fun r => N * Real.exp (-Z * r))
      (fun r => -Z * (N * Real.exp (-Z * r))) where
  cont := by fun_prop
  deriv r _ :=
    (((hasDerivAt_id' r).const_mul (-Z)).exp.const_mul N).congr_deriv (by ring)
  decay := by
    have h := (Real.tendsto_exp_atBot.comp
      (tendsto_id.const_mul_atTop_of_neg (neg_lt_zero.2 hZ))).const_mul N
    rw [mul_zero] at h
    exact h
  integrable := by
    have h := Integrable.const_mul
      (exp_neg_integrableOn_Ioi 0 (by positivity : 0 < 2 * Z)) (-Z * N ^ 2)
    have e : (fun r : ℝ => N * Real.exp (-Z * r) * (-Z * (N * Real.exp (-Z * r)))) =
        fun r => -Z * N ^ 2 * Real.exp (-(2 * Z) * r) := by
      funext r
      have h2 : Real.exp (-(2 * Z) * r) = Real.exp (-Z * r) * Real.exp (-Z * r) := by
        rw [← Real.exp_add]
        congr 1
        ring
      rw [h2]
      ring
    rw [e]
    exact h

end

end ZoraFermiContact
```

```lean
#print axioms ZoraFermiContact.zoraFactor_coulomb
-- 'ZoraFermiContact.zoraFactor_coulomb' depends on axioms: [propext, Classical.choice, Quot.sound]
#print axioms ZoraFermiContact.fermi_contact
-- 'ZoraFermiContact.fermi_contact' depends on axioms: [propext, Classical.choice, Quot.sound]
#print axioms ZoraFermiContact.contact_error_le
-- 'ZoraFermiContact.contact_error_le' depends on axioms: [propext, Classical.choice, Quot.sound]
```
